# Euler equation of the lattice constrained search when the vectors $n_i\psi$ are linearly independent

To look for the on-site potential that belongs to a given lattice density, one can minimise the energy at fixed site occupations and read the potential off the Lagrange multipliers. This needs multipliers that exist and can be divided by the weight of the energy. For a finite-dimensional state space, both follow if the minimiser $\psi$ is such that the vectors $n_i\psi$ are linearly independent over the reals, where $n_i$ is the occupation operator of site $i$. Physically, this condition says that no nonzero potential $\sum_i c_i n_i$ annihilates $\psi$.

Let $H_0$ be the Hamiltonian without the on-site potential; it may contain interactions. At fixed particle number $N$ the occupations obey $\sum_i n_i = N\cdot 1$. The result is a unique real potential $v$ with

$$\Big(H_0+\sum_i v_i n_i\Big)\psi=0 .$$

The usual eigenvalue $E$ is missing because subtracting $E/N$ from every $v_i$ absorbs it. This also fixes the additive constant in $v$. The equation makes $\psi$ a stationary state in the potential $v$; it doesn't by itself make $\psi$ the ground state. The name "Euler equation" often refers to a condition on the density; here it is an equation for $\psi$.

## States, energies and the search

```lean
import Mathlib

open Matrix

namespace LatticeConstrainedSearch

noncomputable section

variable {m ι : Type*} [Fintype m] [Fintype ι]
```

The finite type `m` labels the basis states, and `ι` labels the sites. A state is a function `m → ℂ`, its list of amplitudes.

```lean
/-- The real part of the overlap `⟨x, y⟩`, as a real-linear function of `y`. -/
def reOverlap (x : m → ℂ) : (m → ℂ) →ₗ[ℝ] ℝ where
  toFun y := (star x ⬝ᵥ y).re
  map_add' y z := by simp [dotProduct_add]
  map_smul' c y := by simp [dotProduct_smul]
```

With $\langle x,y\rangle=\sum_k \overline{x_k}\,y_k$, this is $\mathrm{Re}\langle x,y\rangle$. The arrow `→ₗ[ℝ]` means a real-linear map, and the two fields below the formula prove the linearity in $y$.

```lean
/-- The real part of `⟨x, A x⟩`, which is the expectation value of a Hermitian `A`
in a unit vector `x`. -/
def expval (A : Matrix m m ℂ) (x : m → ℂ) : ℝ := (star x ⬝ᵥ A *ᵥ x).re
```

Write $E_A(x)=\mathrm{Re}\langle x,Ax\rangle$ for `expval A x`. For Hermitian $A$ and a nonzero vector that is not normalised, the quantum mean is $E_A(x)/\langle x,x\rangle$.

```lean
/-- The Hamiltonian `H0 + ∑ v_i n_i` with on-site potential `v`. -/
def withPotential (H0 : Matrix m m ℂ) (n : ι → Matrix m m ℂ) (v : ι → ℝ) : Matrix m m ℂ :=
  H0 + ∑ i, v i • n i
```

This is $H_0+\sum_i v_i n_i$ with real $v_i$.

```lean
/-- `ψ` is a unit vector with the least expectation value of `H0` among all unit vectors
that have the same density as `ψ`. -/
def IsConstrainedMinimiser (H0 : Matrix m m ℂ) (n : ι → Matrix m m ℂ) (ψ : m → ℂ) : Prop :=
  star ψ ⬝ᵥ ψ = 1 ∧ ∀ φ : m → ℂ, star φ ⬝ᵥ φ = 1 →
    (∀ i, expval (n i) φ = expval (n i) ψ) → expval H0 ψ ≤ expval H0 φ
```

The density of $\psi$ is the list $\rho_i=E_{n_i}(\psi)$. The definition says that $\langle\psi,\psi\rangle=1$ and that $E_{H_0}(\psi)\le E_{H_0}(\varphi)$ for every unit vector $\varphi$ with the same density. This is a search over pure states.

```lean
/-- The squared norm of a state is the sum of the squared moduli of its amplitudes. -/
theorem self_overlap (x : m → ℂ) :
    star x ⬝ᵥ x = ((∑ i, Complex.normSq (x i) : ℝ) : ℂ) := by
  rw [dotProduct, Complex.ofReal_sum]
  exact Finset.sum_congr rfl fun i _ => Complex.normSq_eq_conj_mul_self.symm
```

This is $\langle x,x\rangle=\sum_k|x_k|^2$, with the real sum regarded as a complex number.

```lean
/-- The Hamiltonian with potential acts on a state term by term. -/
theorem withPotential_mulVec (H0 : Matrix m m ℂ) (n : ι → Matrix m m ℂ) (v : ι → ℝ)
    (x : m → ℂ) : withPotential H0 n v *ᵥ x = H0 *ᵥ x + ∑ i, v i • (n i *ᵥ x) := by
  have h : (∑ i, v i • n i) *ᵥ x = ∑ i, (v i • n i) *ᵥ x :=
    map_sum (AddMonoidHom.mk' (fun M : Matrix m m ℂ => M *ᵥ x)
      (fun a b => Matrix.add_mulVec a b x)) (fun i => v i • n i) Finset.univ
  rw [withPotential, Matrix.add_mulVec, h]
  simp only [Matrix.smul_mulVec]
```

The potential acts term by term: $(H_0+\sum_i v_i n_i)x=H_0x+\sum_i v_i\,n_ix$.

```lean
/-- The potential enters the energy only through the density: it adds `∑ v_i ρ_i`. -/
theorem expval_withPotential (H0 : Matrix m m ℂ) (n : ι → Matrix m m ℂ) (v : ι → ℝ)
    (x : m → ℂ) :
    expval (withPotential H0 n v) x = expval H0 x + ∑ i, v i * expval (n i) x := by
  change reOverlap x (withPotential H0 n v *ᵥ x) =
    reOverlap x (H0 *ᵥ x) + ∑ i, v i * reOverlap x (n i *ᵥ x)
  rw [withPotential_mulVec]
  simp only [map_add, map_sum, map_smul, smul_eq_mul]
```

Taking the real overlap with $x$ gives $E_{H_0+\sum v_in_i}(x)=E_{H_0}(x)+\sum_i v_iE_{n_i}(x)$.

## Stationarity at fixed density

```lean
/-- First variation: for Hermitian `A` the derivative of `expval A` at `ψ` in the direction `h` is
`2 Re ⟨h, A ψ⟩`. -/
theorem expval_variation {A : Matrix m m ℂ} (hA : A.IsHermitian) (ψ : m → ℂ) :
    ∃ D : (m → ℂ) →L[ℝ] ℝ, HasStrictFDerivAt (expval A) D ψ ∧
      ∀ h, D h = 2 * reOverlap h (A *ᵥ ψ) := by
  -- the real bilinear form behind the expectation value
  let B : (m → ℂ) →ₗ[ℝ] (m → ℂ) →ₗ[ℝ] ℝ :=
    LinearMap.mk₂ ℝ (fun x y => (star x ⬝ᵥ A *ᵥ y).re)
      (fun x y z => by simp [add_dotProduct])
      (fun c x y => by simp [smul_dotProduct])
      (fun x y z => by simp [Matrix.mulVec_add, dotProduct_add])
      (fun c x y => by simp [Matrix.mulVec_smul, dotProduct_smul])
  let C : (m → ℂ) →L[ℝ] (m → ℂ) →L[ℝ] ℝ := LinearMap.toContinuousLinearMap
    ((LinearMap.toContinuousLinearMap :
      ((m → ℂ) →ₗ[ℝ] ℝ) ≃ₗ[ℝ] ((m → ℂ) →L[ℝ] ℝ)).toLinearMap ∘ₗ B)
  refine ⟨(C ψ).comp (ContinuousLinearMap.id ℝ _) + C.flip ψ,
    C.hasStrictFDerivAt.clm_apply (hasStrictFDerivAt_id ψ), fun h => ?_⟩
  -- Hermiticity makes the two halves of the variation equal
  have hs : (star ψ ⬝ᵥ A *ᵥ h).re = (star h ⬝ᵥ A *ᵥ ψ).re := by
    rw [Matrix.star_dotProduct, Matrix.star_mulVec, hA.eq, ← Matrix.dotProduct_mulVec,
      Complex.star_def, Complex.conj_re]
  change (star ψ ⬝ᵥ A *ᵥ h).re + (star h ⬝ᵥ A *ᵥ ψ).re = 2 * (star h ⬝ᵥ A *ᵥ ψ).re
  rw [hs]
  ring
```

By hand, expand

$$E_A(\psi+h)=E_A(\psi)+\mathrm{Re}\langle\psi,Ah\rangle+\mathrm{Re}\langle h,A\psi\rangle+E_A(h).$$

For Hermitian $A$, $\langle\psi,Ah\rangle=\overline{\langle h,A\psi\rangle}$, so the two linear terms are equal and the derivative is $D(h)=2\,\mathrm{Re}\langle h,A\psi\rangle$. In Lean, `B` is the bilinear form, `C` its continuous version, and the product rule `clm_apply` differentiates it. The step `hs` is the use of Hermiticity. `HasStrictFDerivAt` is the form of differentiability that the multiplier theorem requires.

```lean
/-- Euler equation of the constrained search: let `H0` and the `n_i` be Hermitian with
`∑ n_i = N` times the identity, `N ≠ 0`. If `ψ` is a constrained minimiser and the vectors
`n_i ψ` are linearly independent over the reals, then exactly one real potential `v` satisfies
`(H0 + ∑ v_i n_i) ψ = 0`. -/
theorem euler_equation [DecidableEq m] {H0 : Matrix m m ℂ} {n : ι → Matrix m m ℂ}
    {ψ : m → ℂ} {N : ℝ} (hH : H0.IsHermitian) (hn : ∀ i, (n i).IsHermitian) (hN : N ≠ 0)
    (hsum : ∑ i, n i = N • (1 : Matrix m m ℂ)) (hψ : IsConstrainedMinimiser H0 n ψ)
    (hli : LinearIndependent ℝ (fun i => n i *ᵥ ψ)) :
    ∃! v : ι → ℝ, withPotential H0 n v *ᵥ ψ = 0 := by
  -- the density fixes the norm
  have hnorm : ∀ x : m → ℂ, ∑ i, expval (n i) x = N * ∑ i, Complex.normSq (x i) := by
    intro x
    have h := expval_withPotential 0 n (fun _ => 1) x
    have e : withPotential 0 n (fun _ => 1) = N • (1 : Matrix m m ℂ) := by
      simp [withPotential, hsum]
    have z : expval (0 : Matrix m m ℂ) x = 0 := by simp [expval]
    have o : expval (N • (1 : Matrix m m ℂ)) x = N * (star x ⬝ᵥ x).re := by
      unfold expval
      rw [Matrix.smul_mulVec, Matrix.one_mulVec]
      exact (reOverlap x).map_smul N x
    rw [e, z, o, self_overlap, Complex.ofReal_re] at h
    simp only [one_mul, zero_add] at h
    exact h.symm
  have hmin : IsMinOn (expval H0) {x | ∀ i, expval (n i) x = expval (n i) ψ} ψ := by
    refine isMinOn_iff.mpr fun x hx => hψ.2 x ?_ hx
    have h : N * ∑ i, Complex.normSq (x i) = N * ∑ i, Complex.normSq (ψ i) := by
      rw [← hnorm, ← hnorm]
      exact Finset.sum_congr rfl fun i _ => hx i
    rw [self_overlap, mul_left_cancel₀ hN h, ← self_overlap]
    exact hψ.1
  have hext : IsLocalExtrOn (expval H0) {x | ∀ i, expval (n i) x = expval (n i) ψ} ψ :=
    Or.inl hmin.localize
  choose D hD hDh using fun i => expval_variation (hn i) ψ
  obtain ⟨D0, hD0, hD0h⟩ := expval_variation hH ψ
  -- Lagrange multipliers, with a possibly vanishing weight of the energy
  obtain ⟨Λ, Λ0, hne, h0⟩ := IsLocalExtrOn.exists_multipliers_of_hasStrictFDerivAt
    (f := fun i => expval (n i)) hext hD hD0
  obtain ⟨w, hw⟩ : ∃ w, w = ∑ i, Λ i • (n i *ᵥ ψ) + Λ0 • (H0 *ᵥ ψ) := ⟨_, rfl⟩
  -- stationarity in the direction `w` forces `w = 0`
  have hw0 : w = 0 := by
    have key := DFunLike.congr_fun h0 w
    simp only [_root_.add_apply, _root_.sum_apply,
      _root_.smul_apply, _root_.zero_apply, hDh, hD0h,
      smul_eq_mul, mul_left_comm _ (2 : ℝ), ← Finset.mul_sum] at key
    have e : reOverlap w w =
        ∑ i, Λ i * reOverlap w (n i *ᵥ ψ) + Λ0 * reOverlap w (H0 *ᵥ ψ) := by
      conv_lhs => rw [show reOverlap w w = reOverlap w
        (∑ i, Λ i • (n i *ᵥ ψ) + Λ0 • (H0 *ᵥ ψ)) from congrArg (reOverlap w) hw]
      simp only [map_add, map_sum, map_smul, smul_eq_mul]
    have s : reOverlap w w = ∑ i, Complex.normSq (w i) := by
      change (star w ⬝ᵥ w).re = _
      rw [self_overlap, Complex.ofReal_re]
    have t : ∑ i, Complex.normSq (w i) = 0 := by linarith
    funext i
    exact Complex.normSq_eq_zero.mp ((Finset.sum_eq_zero_iff_of_nonneg
      fun j _ => Complex.normSq_nonneg (w j)).mp t i (Finset.mem_univ i))
  rw [hw0] at hw
  have hΛ0 : Λ0 ≠ 0 := by
    intro hz
    rw [hz, zero_smul, add_zero] at hw
    exact hne (Prod.ext (funext (Fintype.linearIndependent_iff.mp hli Λ hw.symm)) hz)
  have hv : withPotential H0 n (fun i => Λ0⁻¹ * Λ i) *ᵥ ψ = 0 := by
    have h := congrArg (fun x => Λ0⁻¹ • x) hw
    simp only [smul_zero, smul_add, Finset.smul_sum, inv_smul_smul₀ hΛ0, smul_smul] at h
    rw [withPotential_mulVec, add_comm]
    exact h.symm
  refine ⟨_, hv, fun u hu => ?_⟩
  -- two such potentials differ by a vanishing combination of the `n_i ψ`
  have hu' : withPotential H0 n u *ᵥ ψ = 0 := hu
  rw [withPotential_mulVec] at hu' hv
  have hd : ∑ i, (u i - Λ0⁻¹ * Λ i) • (n i *ᵥ ψ) = 0 := by
    simp only [sub_smul, Finset.sum_sub_distrib]
    exact sub_eq_zero.mpr (add_left_cancel (hu'.trans hv.symm))
  funext i
  exact sub_eq_zero.mp (Fintype.linearIndependent_iff.mp hli _ hd i)
```

The hypotheses are, in order: $H_0$ and all $n_i$ are Hermitian, $N\neq0$, the sum rule holds, $\psi$ is a constrained minimiser, and the $n_i\psi$ are independent. The sign `∃!` means "exactly one".

1. The sum rule gives $\sum_iE_{n_i}(x)=N\sum_k|x_k|^2$ (`hnorm`). Any $x$ with the density of $\psi$ is therefore a unit vector, and $\psi$ minimises $E_{H_0}$ under the density constraints alone (`hmin`).
2. Lagrange's theorem gives real numbers $\Lambda_i,\Lambda_0$, not all zero, such that for every $h$
$$2\sum_i\Lambda_i\,\mathrm{Re}\langle h,n_i\psi\rangle+2\Lambda_0\,\mathrm{Re}\langle h,H_0\psi\rangle=0 .$$
3. Set $w=\sum_i\Lambda_i n_i\psi+\Lambda_0H_0\psi$. The condition reads $2\,\mathrm{Re}\langle h,w\rangle=0$. Choosing $h=w$ gives $\sum_k|w_k|^2=0$, so $w=0$ (`hw0`).
4. If $\Lambda_0=0$, then $\sum_i\Lambda_in_i\psi=0$, and independence makes every $\Lambda_i$ vanish, a contradiction (`hΛ0`). Dividing $w=0$ by $\Lambda_0$ gives the equation with $v_i=\Lambda_i/\Lambda_0$ (`hv`).
5. If $u$ is another solution, subtraction gives $\sum_i(u_i-v_i)n_i\psi=0$, so $u=v$ by independence.

The theorem makes $\psi$ an eigenvector with eigenvalue zero, but it doesn't say that $\psi$ is the ground state in the potential $v$. To apply it to a Hubbard-type model, one must still identify the matrices with the operators of that model in its $N$-particle sector.

```lean
/-- If `(H0 + ∑ v_i n_i) ψ = 0`, then `expval H0 ψ = -∑ v_i ρ_i` with `ρ_i = expval (n i) ψ`. -/
theorem energy_eq {H0 : Matrix m m ℂ} {n : ι → Matrix m m ℂ} {ψ : m → ℂ} {v : ι → ℝ}
    (h : withPotential H0 n v *ᵥ ψ = 0) :
    expval H0 ψ = -∑ i, v i * expval (n i) ψ := by
  have e := expval_withPotential H0 n v ψ
  have z : expval (withPotential H0 n v) ψ = 0 := by simp [expval, h]
  linarith
```

The equation gives $0=E_{H_0}(\psi)+\sum_iv_i\rho_i$, hence $E_{H_0}(\psi)=-\sum_iv_i\rho_i$.

```lean
/-- Converse: if `H0 + ∑ v_i n_i` has no negative expectation value and annihilates the unit
vector `ψ`, then `ψ` is a constrained minimiser. -/
theorem minimiser_of_euler {H0 : Matrix m m ℂ} {n : ι → Matrix m m ℂ} {ψ : m → ℂ}
    {v : ι → ℝ} (hψ : star ψ ⬝ᵥ ψ = 1) (h : withPotential H0 n v *ᵥ ψ = 0)
    (hpos : ∀ φ, 0 ≤ expval (withPotential H0 n v) φ) : IsConstrainedMinimiser H0 n ψ := by
  refine ⟨hψ, fun φ _ hφ => ?_⟩
  have e := hpos φ
  rw [expval_withPotential] at e
  simp only [hφ] at e
  linarith [energy_eq h]
```

Now suppose that $H_0+\sum_i v_in_i$ has no negative expectation value and annihilates the unit vector $\psi$. For a unit vector $\varphi$ with the same density,

$$0\le E_{H_0}(\varphi)+\sum_iv_i\rho_i=E_{H_0}(\varphi)-E_{H_0}(\psi),$$

so $\psi$ is a constrained minimiser.

## One particle on two sites

```lean
/-- Hopping of one particle between two sites, with amplitude `-1`. -/
def dimerHop : Matrix (Fin 2) (Fin 2) ℂ := !![0, -1; -1, 0]
```

The type `Fin 2` has the elements 0 and 1. The matrix moves the particle between the two sites, with energies in units of the hopping strength.

```lean
/-- The occupation operators of the two sites for one particle. -/
def siteOcc : Fin 2 → Matrix (Fin 2) (Fin 2) ℂ := ![!![1, 0; 0, 0], !![0, 0; 0, 1]]
```

These are the projectors onto site 0 and site 1. With one particle, the sites also label the basis states.

```lean
/-- Hopping energy and site occupations of the dimer in terms of the two amplitudes. -/
theorem dimer_expval (φ : Fin 2 → ℂ) :
    expval dimerHop φ = -2 * ((φ 0).re * (φ 1).re + (φ 0).im * (φ 1).im) ∧
    expval (siteOcc 0) φ = (φ 0).re ^ 2 + (φ 0).im ^ 2 ∧
    expval (siteOcc 1) φ = (φ 1).re ^ 2 + (φ 1).im ^ 2 := by
  refine ⟨?_, ?_, ?_⟩ <;>
    simp [expval, dimerHop, siteOcc, Matrix.mulVec, dotProduct, Fin.sum_univ_two] <;> ring
```

In terms of the amplitudes, the hopping energy is $-2\,\mathrm{Re}(\overline{\varphi_0}\varphi_1)$ and the occupations are $|\varphi_0|^2$ and $|\varphi_1|^2$.

```lean
/-- The dimer state with amplitudes `3/5` and `4/5` meets all hypotheses of the Euler equation
with `N = 1`, and the potential `(4/3, 3/4)` solves it. -/
theorem euler_equation_witness :
    dimerHop.IsHermitian ∧ (∀ i, (siteOcc i).IsHermitian) ∧
    ∑ i, siteOcc i = (1 : ℝ) • (1 : Matrix (Fin 2) (Fin 2) ℂ) ∧
    IsConstrainedMinimiser dimerHop siteOcc ![3 / 5, 4 / 5] ∧
    LinearIndependent ℝ (fun i => siteOcc i *ᵥ ![3 / 5, 4 / 5]) ∧
    withPotential dimerHop siteOcc ![4 / 3, 3 / 4] *ᵥ ![3 / 5, 4 / 5] = 0 := by
  have hz : withPotential dimerHop siteOcc ![4 / 3, 3 / 4] *ᵥ ![3 / 5, 4 / 5] = 0 := by
    rw [withPotential_mulVec]
    ext k
    fin_cases k <;>
      simp [Fin.sum_univ_two, dimerHop, siteOcc] <;> norm_num
  refine ⟨?_, ?_, ?_, minimiser_of_euler ?_ hz ?_, ?_, hz⟩
  · ext i j
    fin_cases i <;> fin_cases j <;> simp [dimerHop]
  · intro k
    ext i j
    fin_cases k <;> fin_cases i <;> fin_cases j <;> simp [siteOcc]
  · ext i j
    fin_cases i <;> fin_cases j <;> simp [siteOcc, Fin.sum_univ_two]
  · norm_num [dotProduct, Fin.sum_univ_two]
    rw [map_ofNat (starRingEnd ℂ) 3, map_ofNat (starRingEnd ℂ) 4, map_ofNat (starRingEnd ℂ) 5]
    norm_num
  · -- the energy is a sum of two squares
    intro φ
    obtain ⟨h, h0, h1⟩ := dimer_expval φ
    rw [expval_withPotential, Fin.sum_univ_two, h, h0, h1]
    change 0 ≤ _ + ((4 / 3 : ℝ) * _ + (3 / 4 : ℝ) * _)
    nlinarith [sq_nonneg (4 * (φ 0).re - 3 * (φ 1).re),
      sq_nonneg (4 * (φ 0).im - 3 * (φ 1).im)]
  · refine Fintype.linearIndependent_iff.mpr fun g hg => ?_
    have h0 := congrFun hg 0
    have h1 := congrFun hg 1
    simp [Fin.sum_univ_two, siteOcc] at h0 h1
    exact Fin.forall_fin_two.mpr ⟨h0, h1⟩
```

For $\psi=(3/5,4/5)$ the density is $(9/25,16/25)$. With $v=(4/3,3/4)$ the two components of the equation are $-\tfrac45+\tfrac43\cdot\tfrac35=0$ and $-\tfrac35+\tfrac34\cdot\tfrac45=0$. The energy in this potential is nonnegative because

$$\tfrac43a^2-2ab+\tfrac34b^2=\tfrac1{12}(4a-3b)^2,$$

applied to the real and the imaginary parts of the amplitudes; `nlinarith` receives these squares. The converse above then shows that $\psi$ is a constrained minimiser. The vectors $n_0\psi=(3/5,0)$ and $n_1\psi=(0,4/5)$ are independent.

```lean
/-- Linear independence cannot be dropped: the dimer state with the second site empty is a
constrained minimiser, but no real potential satisfies the Euler equation. -/
theorem empty_site_no_potential :
    IsConstrainedMinimiser dimerHop siteOcc ![1, 0] ∧
    ∀ v : Fin 2 → ℝ, withPotential dimerHop siteOcc v *ᵥ ![1, 0] ≠ 0 := by
  refine ⟨⟨by simp [dotProduct, Fin.sum_univ_two], fun φ _ hφ => ?_⟩, fun v h => ?_⟩
  · -- an empty second site leaves no hopping energy
    have h := hφ 1
    rw [(dimer_expval φ).2.2, (dimer_expval _).2.2] at h
    have h' : (φ 1).re ^ 2 + (φ 1).im ^ 2 = 0 := by simpa using h
    have hr : (φ 1).re = 0 := by nlinarith [sq_nonneg (φ 1).re, sq_nonneg (φ 1).im]
    have hi : (φ 1).im = 0 := by nlinarith [sq_nonneg (φ 1).re, sq_nonneg (φ 1).im]
    rw [(dimer_expval φ).1, (dimer_expval _).1, hr, hi]
    simp
  · rw [withPotential_mulVec] at h
    have h1 := congrFun h 1
    simp [Fin.sum_univ_two, dimerHop, siteOcc] at h1

end

end LatticeConstrainedSearch
```

For $\psi=(1,0)$, every competitor has $\varphi_1=0$ and hopping energy zero, so $\psi$ is a constrained minimiser. The second component of $(H_0+\sum_iv_in_i)\psi$ is $-1$ for every $v$, because $n_1\psi=0$ and $n_0\psi=(1,0)$ has no second component. The other hypotheses of the Euler equation therefore don't suffice for a potential to exist. Physically, no finite on-site potential gives this dimer a stationary state with the particle entirely on one site.

```lean
#print axioms LatticeConstrainedSearch.euler_equation
-- 'LatticeConstrainedSearch.euler_equation' depends on axioms: [propext, Classical.choice, Quot.sound]
#print axioms LatticeConstrainedSearch.empty_site_no_potential
-- 'LatticeConstrainedSearch.empty_site_no_potential' depends on axioms: [propext, Classical.choice, Quot.sound]
```
